# Second-sheet resonances of a level coupled to a semi-elliptic band, for $V \neq 0$ and $e^2 < 4(1-V^2)$

A level of energy $e$ coupled with strength $V$ to a band has the Green's function $G(z) = 1/(z - e - \Sigma(z))$ at complex energy $z$. For a semi-elliptic band on $[-2,2]$ the self-energy is usually written $\Sigma(z) = V^2\,(z - \sqrt{z^2-4})/2$, which leaves the sign of the root open. The principal root fails already at $z=-3$: it gives $\Sigma/V^2 = (-3-\sqrt5)/2 \approx -2.62$, on a branch that grows like $z$, where the decaying branch has $\Sigma/V^2 = (-3+\sqrt5)/2 \approx -0.38$. Squaring the root away is no better. For $V \neq 0$ and $e^2 < 4(1-V^2)$ it yields two complex roots of the squared form of $z = e + \Sigma(z)$, neither of which is a pole of the physical $G$. The quasiparticle equation of a GW calculation, in the diagonal approximation for a single state, has the same form, and in this non-interacting one-level model the sheet of each solution can be determined exactly.

## The variable $s$ and the two sheets

The root disappears if the energy is parametrised as $z(s) = s + 1/s$ with complex $s \neq 0$. Energies are measured in units of the hopping of a semi-infinite tight-binding chain, whose end-site Green's function $s$ obeys $s = 1/(z-s)$. This relation is an input here and is not derived from a Hamiltonian.

```lean
import Mathlib

open Complex

namespace SemiEllipticResonance

noncomputable section
```

The map $z(s)$ is `joukowski`.

```lean
/-- The energy `z = s + 1/s` as a function of the uniformising variable `s`. -/
def joukowski (s : ℂ) : ℂ := s + s⁻¹
```

The physical sheet is the punctured disc $0<|s|<1$, and the band is a subset of $\mathbb{C}$.

```lean
/-- The punctured unit disc `0 < |s| < 1`, the physical sheet. -/
def puncturedDisc : Set ℂ := {s | 0 < ‖s‖ ∧ ‖s‖ < 1}

/-- The band `[-2, 2]` on the real energy axis. -/
def band : Set ℂ := {z | z.im = 0 ∧ -2 ≤ z.re ∧ z.re ≤ 2}
```

The physical branch $s(z)$ is the inverse of $z(s)$ on the disc, and $\Sigma(z) = V^2 s(z)$ with real $V$. Lean sets $0^{-1}=0$, and for $z$ in the band `Function.invFunOn` returns an unspecified number and not a boundary value; the theorems therefore concern only $s \neq 0$ and evaluate $\Sigma$ only off the band.

```lean
/-- The physical branch `s(z)`: the inverse of `s ↦ s + 1/s` on the punctured disc. -/
def physicalBranch (z : ℂ) : ℂ := Function.invFunOn joukowski puncturedDisc z

/-- The semi-elliptic self-energy `Σ(z) = V² s(z)` on the physical sheet. -/
def selfEnergy (V : ℝ) (z : ℂ) : ℂ := (V : ℂ) ^ 2 * physicalBranch z
```

`IsPole e V s` says that $s \neq 0$ solves $s + 1/s = e + V^2 s$ for real $e$ and $V$, with no restriction on $|s|$. "Pole" means a solution of this equation, and "second sheet" means $|s|>1$; analyticity of $s(z)$, its continuation through the band, and residues are not treated.

```lean
/-- `s ≠ 0` solves the pole equation `s + 1/s = e + V² s` of a level `e` with coupling `V`. -/
def IsPole (e V : ℝ) (s : ℂ) : Prop := s ≠ 0 ∧ joukowski s = e + (V : ℂ) ^ 2 * s
```

With $A = 1-V^2$ and $D = \sqrt{4A - e^2}$, the candidate solutions are $s_\pm = (e \pm iD)/(2A)$.

```lean
/-- The value `s₊ = (e + i √(4(1-V²) - e²)) / (2(1-V²))`. -/
def sPlus (e V : ℝ) : ℂ :=
  (e + I * (√(4 * (1 - V ^ 2) - e ^ 2) : ℝ)) / (2 * (1 - (V : ℂ) ^ 2))

/-- The value `s₋ = (e - i √(4(1-V²) - e²)) / (2(1-V²))`. -/
def sMinus (e V : ℝ) : ℂ :=
  (e - I * (√(4 * (1 - V ^ 2) - e ^ 2) : ℝ)) / (2 * (1 - (V : ℂ) ^ 2))
```

Throughout, $s = x+iy$ with real $x$, $y$, and $N = |s|^2 = x^2+y^2$, which is `normSq s`.

## (a) Real and imaginary parts of $z(s)$

Show that for $s \neq 0$, $\operatorname{Re} z \cdot N = x(N+1)$ and $\operatorname{Im} z \cdot N = y(N-1)$.

Since $1/s = (x-iy)/N$, one has $\operatorname{Re} z = x + x/N$ and $\operatorname{Im} z = y - y/N$. Multiplying by $N \neq 0$ gives both identities. In Lean `inv_re` and `inv_im` supply the parts of $1/s$, and `div_mul_cancel₀` clears the denominator.

```lean
/-- For `z = s + 1/s`: `Re z |s|² = Re s (|s|² + 1)` and `Im z |s|² = Im s (|s|² - 1)`. -/
theorem joukowski_re_im {s : ℂ} (hs : s ≠ 0) :
    (joukowski s).re * normSq s = s.re * (normSq s + 1) ∧
    (joukowski s).im * normSq s = s.im * (normSq s - 1) := by
  have hN : normSq s ≠ 0 := (normSq_pos.2 hs).ne'
  constructor
  · simp only [joukowski, add_re, inv_re]
    linear_combination div_mul_cancel₀ s.re hN
  · simp only [joukowski, add_im, inv_im]
    linear_combination div_mul_cancel₀ (-s.im) hN
```

## (b) Two values of $s$ with the same energy

Show that for nonzero $s$ and $t$, $z(s) = z(t)$ exactly when $s=t$ or $st=1$.

Multiply the difference by $st$:
$$\bigl(z(s)-z(t)\bigr)\,st = (s-t)\,st + t - s = (s-t)(st-1).$$
As $st \neq 0$, the left side vanishes exactly when $z(s)=z(t)$, and the right side exactly when one factor does. The identity is `key`.

```lean
/-- Two nonzero points give the same energy exactly when they are equal or reciprocal. -/
theorem joukowski_eq_iff {s t : ℂ} (hs : s ≠ 0) (ht : t ≠ 0) :
    joukowski s = joukowski t ↔ s = t ∨ s * t = 1 := by
  have key : (joukowski s - joukowski t) * (s * t) = (s - t) * (s * t - 1) := by
    unfold joukowski
    linear_combination t * mul_inv_cancel₀ hs - s * mul_inv_cancel₀ ht
  rw [← sub_eq_zero, ← sub_eq_zero (a := s), ← sub_eq_zero (a := s * t), ← mul_eq_zero, ← key]
  simp [hs, ht]
```

## (c) The unit circle and the band

Show that for $s \neq 0$, $z(s) \in [-2,2]$ exactly when $|s|=1$.

Let $N=1$. By (a), $\operatorname{Im} z = 0$ and $\operatorname{Re} z = 2x$, and $(x \pm 1)^2 + y^2 = 2 \pm 2x \ge 0$ gives $-2 \le 2x \le 2$. Conversely let $z$ lie in the band and suppose $N \neq 1$. Then $0 = y(N-1)$ forces $y=0$ and $N=x^2$. Squaring the first identity of (a) gives $(\operatorname{Re} z)^2N^2 = N(N+1)^2$. With $(\operatorname{Re} z)^2 \le 4$ this yields $N(N+1)^2 \le 4N^2$, that is $N(N-1)^2 \le 0$, which is false for $N>0$, $N \neq 1$. So $N=1$, hence $(|s|-1)(|s|+1)=0$ and $|s|=1$. The squared identity, the bound and the positivity are `e1`, `e2` and `e3`.

```lean
/-- For `s ≠ 0` the energy `s + 1/s` lies in the band exactly when `|s| = 1`. -/
theorem joukowski_mem_band_iff {s : ℂ} (hs : s ≠ 0) : joukowski s ∈ band ↔ ‖s‖ = 1 := by
  obtain ⟨hre, him⟩ := joukowski_re_im hs
  have hpos : 0 < normSq s := normSq_pos.2 hs
  have hN : normSq s = s.re * s.re + s.im * s.im := normSq_apply s
  have hn : normSq s = ‖s‖ ^ 2 := normSq_eq_norm_sq s
  constructor
  · rintro ⟨h0, h1, h2⟩
    have hN1 : normSq s = 1 := by
      by_contra hne
      -- off the circle, real energy forces real `s`, and then `|s + 1/s| > 2`
      have hy : s.im = 0 := by
        rw [h0, zero_mul] at him
        exact (mul_eq_zero.1 him.symm).resolve_right (sub_ne_zero.2 hne)
      have hx : normSq s = s.re * s.re := by rw [hN, hy]; ring
      have hr : (joukowski s).re ^ 2 ≤ 4 := by nlinarith
      have e1 : (joukowski s).re ^ 2 * normSq s ^ 2 = normSq s * (normSq s + 1) ^ 2 := by
        linear_combination ((joukowski s).re * normSq s + s.re * (normSq s + 1)) * hre
          - (normSq s + 1) ^ 2 * hx
      have e2 := mul_le_mul_of_nonneg_right hr (sq_nonneg (normSq s))
      have e3 : 0 < normSq s * (normSq s - 1) ^ 2 :=
        mul_pos hpos (lt_of_le_of_ne (sq_nonneg _) (pow_ne_zero 2 (sub_ne_zero.2 hne)).symm)
      nlinarith [e1, e2, e3]
    have hf : (‖s‖ - 1) * (‖s‖ + 1) = 0 := by linear_combination hN1 - hn
    rcases mul_eq_zero.1 hf with h | h
    · linarith
    · linarith [norm_nonneg s]
  · intro h
    have hN1 : normSq s = 1 := by rw [hn, h]; norm_num
    rw [hN1] at hre him hN
    refine ⟨by linarith, ?_, ?_⟩
    · nlinarith [sq_nonneg (s.re + 1), sq_nonneg s.im]
    · nlinarith [sq_nonneg (s.re - 1), sq_nonneg s.im]
```

## (d) The punctured disc covers the cut plane once

Show that $z(s)$ is a bijection from $0<|s|<1$ onto $\mathbb{C}\setminus[-2,2]$. `Set.BijOn` comprises three claims: the disc maps into `bandᶜ`, the map is injective on the disc, and every point of `bandᶜ` is reached.

The first is (c), since $|s| \neq 1$. For the second, (b) leaves $s=t$ or $st=1$, and $|s||t|=1$ is impossible when both moduli are below 1. For the third, take $z$ off the band and any $w$ with $w^2 = z^2-4$, and set $s = (z+w)/2$, $t = (z-w)/2$. Then $s+t=z$ and $st = (z^2-w^2)/4 = 1$, so $1/s=t$ and $z(s)=z(t)=z$. By (c), $|s| \neq 1$. If $|s|<1$, $s$ is the preimage; if $|s|>1$, then $|t| = 1/|s| < 1$ and $t$ is. The sign of $w$ is never fixed: `IsAlgClosed.exists_pow_nat_eq` provides some root, and the final `rcases` picks whichever of $s$, $t$ lies inside.

```lean
/-- The map `s ↦ s + 1/s` is a bijection from `0 < |s| < 1` onto `ℂ ∖ [-2, 2]`. -/
theorem joukowski_bijOn : Set.BijOn joukowski puncturedDisc bandᶜ := by
  refine ⟨?_, ?_, ?_⟩
  · rintro s ⟨h0, h1⟩ hb
    exact h1.ne ((joukowski_mem_band_iff (norm_pos_iff.1 h0)).1 hb)
  · rintro s ⟨hs0, hs1⟩ t ⟨ht0, ht1⟩ h
    rcases (joukowski_eq_iff (norm_pos_iff.1 hs0) (norm_pos_iff.1 ht0)).1 h with h | h
    · exact h
    · exfalso
      have hp : ‖s‖ * ‖t‖ = 1 := by rw [← norm_mul, h, norm_one]
      nlinarith [mul_pos hs0 (sub_pos.2 ht1)]
  · intro z hz
    have hz' : z ∉ band := hz
    -- the two roots of `s² - z s + 1` are reciprocal and avoid the unit circle
    obtain ⟨w, hw⟩ := IsAlgClosed.exists_pow_nat_eq (z ^ 2 - 4) (n := 2) (by norm_num)
    obtain ⟨s, t, hst, hsum⟩ : ∃ s t : ℂ, s * t = 1 ∧ s + t = z :=
      ⟨(z + w) / 2, (z - w) / 2, by linear_combination (-1 / 4) * hw, by ring⟩
    have hs0 : s ≠ 0 := left_ne_zero_of_mul_eq_one hst
    have ht0 : 0 < ‖t‖ := norm_pos_iff.2 (right_ne_zero_of_mul_eq_one hst)
    have hJs : joukowski s = z := by rw [joukowski, inv_eq_of_mul_eq_one_right hst, hsum]
    have hJt : joukowski t = z := by
      rw [joukowski, inv_eq_of_mul_eq_one_left hst, add_comm, hsum]
    have hp : ‖s‖ * ‖t‖ = 1 := by rw [← norm_mul, hst, norm_one]
    have hne : ‖s‖ ≠ 1 := by
      intro h
      apply hz'
      rw [← hJs]
      exact (joukowski_mem_band_iff hs0).2 h
    rcases lt_or_gt_of_ne hne with h | h
    · exact ⟨s, ⟨norm_pos_iff.2 hs0, h⟩, hJs⟩
    · exact ⟨t, ⟨ht0, by nlinarith [mul_pos (sub_pos.2 h) ht0]⟩, hJt⟩
```

## (e) The sign of $\operatorname{Im}\Sigma$

Show that $V^2>0$ and $\operatorname{Im} z>0$ imply $\operatorname{Im}\Sigma(z)<0$, the sign of a retarded self-energy. For real $V$ the hypothesis $V^2>0$ means that the level is coupled at all.

Such a $z$ is off the band, so by (d) $s=s(z)$ has $0<N<1$ and maps to $z$; these are `hm` and `hJ`. In $\operatorname{Im} z\cdot N = y(N-1)$ the left side is positive, while $y \ge 0$ would make the right side nonpositive. Hence $y<0$ and $\operatorname{Im}\Sigma = V^2y<0$.

```lean
/-- For nonzero coupling, `Im Σ(z) < 0` in the upper half plane of the physical sheet. -/
theorem selfEnergy_im_neg {V : ℝ} (hV : 0 < V ^ 2) {z : ℂ} (hz : 0 < z.im) :
    (selfEnergy V z).im < 0 := by
  have hz' : z ∈ bandᶜ := fun hb => hz.ne' hb.1
  have hex : ∃ s ∈ puncturedDisc, joukowski s = z := joukowski_bijOn.surjOn hz'
  have hm : physicalBranch z ∈ puncturedDisc := Function.invFunOn_mem hex
  have hJ : joukowski (physicalBranch z) = z := Function.invFunOn_eq hex
  unfold selfEnergy
  generalize physicalBranch z = s at hm hJ ⊢
  obtain ⟨h0, h1⟩ := hm
  have him := (joukowski_re_im (norm_pos_iff.1 h0)).2
  rw [hJ] at him
  have hpos : 0 < normSq s := normSq_pos.2 (norm_pos_iff.1 h0)
  have hN : normSq s < 1 := by rw [normSq_eq_norm_sq]; nlinarith
  have hy : s.im < 0 := by
    by_contra hc
    nlinarith [mul_pos hz hpos, mul_nonneg (not_lt.1 hc) (sub_nonneg.2 hN.le)]
  have hi : ((V : ℂ) ^ 2 * s).im = V ^ 2 * s.im := by
    simp only [pow_two, mul_re, mul_im, ofReal_re, ofReal_im]
    ring
  rw [hi]
  exact mul_neg_of_pos_of_neg hV hy
```

## (f) The pole equation as a quadratic

Show that for all real $e$, $V$, a number $s$ is a pole exactly when $As^2 - es + 1 = 0$.

Multiplying $s+1/s = e+V^2s$ by $s$ gives $s^2+1 = es+V^2s^2$, which is the quadratic. Conversely $s=0$ would give $1=0$, so a root is nonzero and the factor $s$ can be cancelled, which `mul_left_cancel₀` does.

```lean
/-- The pole equation is equivalent to `(1 - V²) s² - e s + 1 = 0`. -/
theorem isPole_iff_quadratic (e V : ℝ) (s : ℂ) :
    IsPole e V s ↔ (1 - (V : ℂ) ^ 2) * s ^ 2 - e * s + 1 = 0 := by
  unfold IsPole joukowski
  constructor
  · rintro ⟨hs, h⟩
    linear_combination s * h - mul_inv_cancel₀ hs
  · intro h
    have hs : s ≠ 0 := by
      rintro rfl
      simp at h
    refine ⟨hs, mul_left_cancel₀ hs ?_⟩
    linear_combination h + mul_inv_cancel₀ hs
```

## (g) Exactly two poles

Assume $e^2<4A$. Show that $s_+ \neq s_-$ and that the poles are exactly $s_+$ and $s_-$. The assumption is a negative discriminant. It implies $A>0$, so $V^2<1$ needs no separate hypothesis: the coupling is weaker than the hopping, and the level lies in the window $|e|<2\sqrt{1-V^2}$ inside the band.

Here $D>0$ and $D^2=4A-e^2$. Equality $s_+=s_-$ would give $e+iD=e-iD$, so $iD=0$, which is false. Further,
$$(2As-e-iD)(2As-e+iD) = (2As-e)^2+D^2 = 4A\,(As^2-es+1).$$
Since $4A \neq 0$, the quadratic vanishes exactly when $2As = e \pm iD$, and (f) finishes. After `generalize` names the root `D`, only `hD` and `hD0` are known about it, and `key` is the factorisation.

```lean
/-- For `e² < 4(1 - V²)` the pole equation has exactly the two distinct solutions `s₊`, `s₋`. -/
theorem isPole_iff_roots {e V : ℝ} (he : e ^ 2 < 4 * (1 - V ^ 2)) :
    sPlus e V ≠ sMinus e V ∧ ∀ s, IsPole e V s ↔ s = sPlus e V ∨ s = sMinus e V := by
  have ha : 0 < 1 - V ^ 2 := by nlinarith [sq_nonneg e]
  have hA : 1 - (V : ℂ) ^ 2 ≠ 0 := by exact_mod_cast ha.ne'
  have h2A : 2 * (1 - (V : ℂ) ^ 2) ≠ 0 := mul_ne_zero two_ne_zero hA
  have h4A : 4 * (1 - (V : ℂ) ^ 2) ≠ 0 := mul_ne_zero (by norm_num) hA
  have hD : ((√(4 * (1 - V ^ 2) - e ^ 2) : ℝ) : ℂ) ^ 2 = 4 * (1 - (V : ℂ) ^ 2) - (e : ℂ) ^ 2 := by
    exact_mod_cast Real.sq_sqrt (sub_pos.2 he).le
  have hD0 : ((√(4 * (1 - V ^ 2) - e ^ 2) : ℝ) : ℂ) ≠ 0 :=
    ofReal_ne_zero.2 (Real.sqrt_pos.2 (sub_pos.2 he)).ne'
  unfold sPlus sMinus
  generalize ((√(4 * (1 - V ^ 2) - e ^ 2) : ℝ) : ℂ) = D at hD hD0 ⊢
  constructor
  · intro h
    rw [div_left_inj' h2A] at h
    exact mul_ne_zero I_ne_zero hD0 (by linear_combination (1 / 2) * h)
  · intro s
    -- factorisation of the quadratic
    have key : (s * (2 * (1 - (V : ℂ) ^ 2)) - (e + I * D)) *
        (s * (2 * (1 - (V : ℂ) ^ 2)) - (e - I * D)) =
        4 * (1 - (V : ℂ) ^ 2) * ((1 - (V : ℂ) ^ 2) * s ^ 2 - e * s + 1) := by
      linear_combination hD - D ^ 2 * I_sq
    rw [isPole_iff_quadratic, eq_div_iff h2A, eq_div_iff h2A]
    constructor
    · intro h
      rw [h, mul_zero] at key
      exact (mul_eq_zero.1 key).imp sub_eq_zero.1 sub_eq_zero.1
    · intro h
      have h0 := mul_eq_zero.2 (h.imp sub_eq_zero.2 sub_eq_zero.2)
      rw [key] at h0
      exact (mul_eq_zero.1 h0).resolve_left h4A
```

## (h) Modulus of a pole

Assume $e^2<4A$. Show that every pole has $y \neq 0$ and $|s|^2 = 1/(1-V^2)$.

The real and imaginary parts of the quadratic, `h1` and `h2`, are
$$A(x^2-y^2) - ex + 1 = 0, \qquad y\,(2Ax-e)=0.$$
If $y=0$, multiplying the first by $4A$ gives $(2Ax-e)^2 = e^2-4A<0$, which is impossible. So $y \neq 0$ and $e=2Ax$. Substituting, $A(x^2-y^2)-2Ax^2+1=0$, that is $A(x^2+y^2)=1$. The substitution is `linear_combination s.re * h3 - h1`.

```lean
/-- For `e² < 4(1 - V²)` every solution `s` is nonreal and has `|s|² = 1/(1 - V²)`. -/
theorem pole_norm_sq {e V : ℝ} (he : e ^ 2 < 4 * (1 - V ^ 2)) {s : ℂ} (h : IsPole e V s) :
    s.im ≠ 0 ∧ ‖s‖ ^ 2 = 1 / (1 - V ^ 2) := by
  have ha : 0 < 1 - V ^ 2 := by nlinarith [sq_nonneg e]
  have hq := (isPole_iff_quadratic e V s).1 h
  have hr := congrArg re hq
  have hi := congrArg im hq
  simp only [pow_two, add_re, sub_re, mul_re, mul_im, sub_im, add_im, one_re, one_im,
    ofReal_re, ofReal_im, zero_re, zero_im] at hr hi
  have h1 : (1 - V ^ 2) * (s.re ^ 2 - s.im ^ 2) - e * s.re + 1 = 0 := by linear_combination hr
  have h2 : s.im * (2 * (1 - V ^ 2) * s.re - e) = 0 := by linear_combination hi
  -- a negative discriminant excludes real roots
  have hy : s.im ≠ 0 := by
    intro h0
    rw [h0] at h1
    have hd : (2 * (1 - V ^ 2) * s.re - e) ^ 2 = e ^ 2 - 4 * (1 - V ^ 2) := by
      linear_combination 4 * (1 - V ^ 2) * h1
    linarith [sq_nonneg (2 * (1 - V ^ 2) * s.re - e)]
  have h3 := (mul_eq_zero.1 h2).resolve_left hy
  refine ⟨hy, ?_⟩
  rw [eq_div_iff ha.ne', ← normSq_eq_norm_sq, normSq_apply]
  linear_combination s.re * h3 - h1
```

## (i) Both poles lie on the second sheet at nonreal energy

Assume $V^2>0$ and $e^2<4A$. Show that every pole has $|s|^2 = 1/(1-V^2)>1$ and $\operatorname{Im} z(s) \neq 0$. By (g) the statement applies to precisely $s_+$ and $s_-$.

Now $0<A<1$, so (h) gives $|s|^2=1/A>1$. The imaginary part of $z=e+V^2s$ is $V^2y$, recorded as `hi`, a product of two nonzero numbers.

```lean
/-- For `0 < V²` and `e² < 4(1 - V²)` every solution `s ≠ 0` of `z = e + V² s`, `z = s + 1/s`, has
`|s|² = 1/(1 - V²) > 1` and nonreal `z`. -/
theorem second_sheet_resonance {e V : ℝ} (hV : 0 < V ^ 2) (he : e ^ 2 < 4 * (1 - V ^ 2))
    {s : ℂ} (h : IsPole e V s) :
    ‖s‖ ^ 2 = 1 / (1 - V ^ 2) ∧ 1 < ‖s‖ ^ 2 ∧ (joukowski s).im ≠ 0 := by
  have ha : 0 < 1 - V ^ 2 := by nlinarith [sq_nonneg e]
  obtain ⟨hy, hn⟩ := pole_norm_sq he h
  refine ⟨hn, ?_, ?_⟩
  · rw [hn, lt_div_iff₀ ha]
    linarith
  · have hi : (joukowski s).im = V ^ 2 * s.im := by
      rw [h.2]
      simp only [pow_two, add_im, mul_re, mul_im, ofReal_re, ofReal_im]
      ring
    rw [hi]
    exact mul_ne_zero hV.ne' hy
```

## (j) No solution on the physical sheet

Assume $e^2<4A$, with $V=0$ allowed. Show that $z \neq e+\Sigma(z)$ for every $z$ off the band. This excludes complex solutions and also bound states at real $|z|>2$; it says nothing about $z$ in the band or about $e^2 \ge 4A$.

Suppose $z=e+\Sigma(z)$. By (d), $s=s(z)$ has $0<|s|<1$ and $z(s)=z$, so it is a pole (`hp`). By (h), $(1-V^2)|s|^2=1$, hence $|s|^2 = 1+V^2|s|^2 \ge 1$, a contradiction.

```lean
/-- For `e² < 4(1 - V²)` the equation `z = e + Σ(z)` has no solution off the band on the
physical sheet. -/
theorem no_physical_pole {e V : ℝ} (he : e ^ 2 < 4 * (1 - V ^ 2)) {z : ℂ} (hz : z ∉ band) :
    z ≠ e + selfEnergy V z := by
  intro h
  have ha : 0 < 1 - V ^ 2 := by nlinarith [sq_nonneg e]
  have hex : ∃ s ∈ puncturedDisc, joukowski s = z := joukowski_bijOn.surjOn hz
  have hm : physicalBranch z ∈ puncturedDisc := Function.invFunOn_mem hex
  have hJ : joukowski (physicalBranch z) = z := Function.invFunOn_eq hex
  obtain ⟨h0, h1⟩ := hm
  have hp : IsPole e V (physicalBranch z) := ⟨norm_pos_iff.1 h0, hJ.trans h⟩
  have hn := (pole_norm_sq he hp).2
  rw [eq_div_iff ha.ne'] at hn
  have h2 : ‖physicalBranch z‖ ^ 2 < 1 := by nlinarith
  nlinarith [mul_nonneg (sq_nonneg ‖physicalBranch z‖) (sq_nonneg V)]

end

end SemiEllipticResonance
```

```lean
#print axioms SemiEllipticResonance.selfEnergy_im_neg
#print axioms SemiEllipticResonance.isPole_iff_roots
#print axioms SemiEllipticResonance.second_sheet_resonance
#print axioms SemiEllipticResonance.no_physical_pole
```

```
'SemiEllipticResonance.selfEnergy_im_neg' depends on axioms: [propext, Classical.choice, Quot.sound]
'SemiEllipticResonance.isPole_iff_roots' depends on axioms: [propext, Classical.choice, Quot.sound]
'SemiEllipticResonance.second_sheet_resonance' depends on axioms: [propext, Classical.choice, Quot.sound]
'SemiEllipticResonance.no_physical_pole' depends on axioms: [propext, Classical.choice, Quot.sound]
```

## Vanishing and weak coupling

At $V=0$ with $e^2<4$, (h) gives $|s|=1$ and the pole equation reads $z=e$: both poles sit on the unit circle, over the same real energy in the band. This is why (i) requires $V^2>0$.

What follows is informal reasoning that the theorems do not contain. From (g), $\operatorname{Im} z(s_\pm) = \pm V^2D/(2A)$, which to lowest order in $V^2$ is $\pm\pi V^2\rho(e)$ with the semi-elliptic density of states $\rho(e)=\sqrt{4-e^2}/(2\pi)$, the golden-rule half-width. The argument of (e) places the upper half of the $z$ plane in the lower half of the disc, so continuing the retarded function down through the band crosses the lower arc of the circle and meets $s_-$, where, for weak coupling and $e$ away from the band edges, $\operatorname{Im} z<0$ describes the decay of the level.
